# In a non-orthogonal basis, the rotation $e^{AS} D\, e^{-SA}$ with antisymmetric $A$ keeps a density matrix symmetric, idempotent in the overlap metric and of fixed electron number

Take a finite basis of $n$ real atomic orbitals with overlap matrix $S$. A single determinant has the density matrix $D = CC^{T}$, where the columns of $C$ are the coefficients, taken to be real, of the occupied orbitals of one spin. Orthonormality of these orbitals reads $C^{T}SC = 1$, which gives

$$D^{T} = D, \qquad DSD = D, \qquad \operatorname{tr}(DS) = \text{number of occupied orbitals}.$$

Here $D$ carries no factor of two for spin. The condition $DSD = D$ is called idempotency in the metric $S$.

Let $A$ be a real $n \times n$ matrix with $A^{T} = -A$, the generator of the rotation, and define

$$D(A) = e^{AS}\, D\, e^{-SA}.$$

If $S$ and $D$ are symmetric and $DSD = D$, then $D(A)$ is symmetric, $D(A)\,S\,D(A) = D(A)$, and $\operatorname{tr}(D(A)S) = \operatorname{tr}(DS)$. For a single determinant in a finite real basis, an SCF minimiser can therefore vary $A$ and keep these constraints without first orthogonalising the basis, provided that the exponentials are not truncated.

## The overlap is invariant under the rotation

Consider $X(t) = e^{-tSA}\, S\, e^{tAS}$ for real $t$. The product rule gives

$$X'(t) = e^{-tSA}\,(-SA\,S + S\,AS)\,e^{tAS} = 0 .$$

Hence $X(1) = X(0)$. With $U = e^{AS}$ and $V = e^{-SA}$ this says

$$VSU = S .$$

No symmetry of $S$ or $A$ was used, and no inverse of $S$.

Since $D(A) = UDV$, idempotency follows by regrouping:

$$D(A)\,S\,D(A) = UD\,(VSU)\,DV = U\,(DSD)\,V = UDV = D(A).$$

The trace follows by moving $U$ cyclically to the end:

$$\operatorname{tr}(UDVS) = \operatorname{tr}(D\,VSU) = \operatorname{tr}(DS).$$

Symmetry of the result does need the symmetry assumptions. From $(AS)^{T} = S^{T}A^{T} = -SA$ we get $U^{T} = V$, and so $D(A)^{T} = V^{T}D^{T}U^{T} = UDV = D(A)$.

## Stationarity gives $FDS = SDF$

Along the path $t \mapsto D(tA)$, differentiating both exponentials at $t = 0$ gives

$$\left.\frac{d}{dt}D(tA)\right|_{0} = ASD - DSA .$$

Let $F$ be a fixed symmetric matrix, in practice the Fock matrix at the reference density. Cyclicity of the trace turns the slope of $\operatorname{tr}(F D(tA))$ at $t = 0$ into

$$\operatorname{tr}(FASD) - \operatorname{tr}(FDSA) = \operatorname{tr}\bigl(A\,(SDF - FDS)\bigr).$$

If $FDS = SDF$, the slope vanishes for every $A$. Conversely, suppose that it vanishes for every antisymmetric $A$. The residual $G = SDF - FDS$ is itself antisymmetric, because transposition exchanges its two terms. Choosing $A = G$ gives

$$0 = \operatorname{tr}(GG) = \sum_{ij} G_{ij}G_{ji} = -\sum_{ij} G_{ij}^{2},$$

so $G = 0$. This is the SCF condition in a non-orthogonal basis.

## Two orbitals, the smallest case that rotates

For $n = 1$ the only antisymmetric matrix is zero, and $D(A) = D$. For $n = 2$ take

$$S = \begin{pmatrix}1 & s\\ s & 1\end{pmatrix},\quad D = \begin{pmatrix}1 & 0\\ 0 & 0\end{pmatrix},\quad A = \begin{pmatrix}0 & 1\\ -1 & 0\end{pmatrix},\quad |s| < 1 .$$

Then $(AS)^{2} = -\omega^{2}\,1$ with $\omega = \sqrt{1 - s^{2}}$, so $e^{tAS} = \cos(\omega t)\,1 + \omega^{-1}\sin(\omega t)\,AS$. The density is $D(tA) = uu^{T}$, with

$$u = \begin{pmatrix}\cos\omega t + (s/\omega)\sin\omega t\\ -(1/\omega)\sin\omega t\end{pmatrix}, \qquad u^{T}Su = 1 .$$

The occupied orbital stays normalised in the metric $S$. At $s = 0$ this is the ordinary plane rotation.

## The rotated density in Lean

The orbitals are labelled by an arbitrary finite type `n`, and all matrices are real.

```lean
import Mathlib

open Matrix

namespace AtomicOrbitalDensity

variable {n : Type*} [Fintype n] [DecidableEq n]
```

The definition transcribes $D(A)$, with `NormedSpace.exp` as the true matrix exponential. It puts no conditions on its arguments; symmetry and idempotency enter as hypotheses of the theorems.

```lean
/-- The rotated atomic-orbital density `D(A) = exp(AS) D exp(-SA)`, for overlap `S`,
reference density `D` and generator `A`. -/
noncomputable def rotatedDensity (S D A : Matrix n n ℝ) : Matrix n n ℝ :=
  NormedSpace.exp (A * S) * D * NormedSpace.exp (-(S * A))
```

## Invariance of the metric

The next theorem is $VSU = S$ for arbitrary real square `S` and `A`. The opened scope supplies a matrix norm, which Mathlib's lemmas on the derivative of the exponential require.

The two derivative lemmas place the factor $-SA$ on the right of the first exponential and the factor $AS$ on the left of the second, so that both factors stand next to the middle $S$, as in the formula for $X'(t)$. `noncomm_ring` then performs the cancellation, and `is_const_of_deriv_eq_zero` compares $t = 1$ with $t = 0$.

```lean
open scoped Matrix.Norms.Operator in
/-- For all real square matrices `S` and `A`, `exp(-SA) S exp(AS) = S`. If `S` is symmetric and `A`
antisymmetric, the left factor is the transpose of the right one, and the identity says that
`exp(AS)` preserves the metric `S`. -/
theorem overlap_invariant (S A : Matrix n n ℝ) :
    NormedSpace.exp (-(S * A)) * S * NormedSpace.exp (A * S) = S := by
  -- the transformed overlap does not change along the path `t ↦ tA`
  have hd : ∀ t : ℝ, HasDerivAt (fun u : ℝ =>
      NormedSpace.exp (u • (-(S * A))) * S * NormedSpace.exp (u • (A * S))) 0 t := by
    intro t
    have h1 := hasDerivAt_exp_smul_const (𝕂 := ℝ) (-(S * A)) t
    have h2 := hasDerivAt_exp_smul_const' (𝕂 := ℝ) (A * S) t
    refine ((h1.mul_const S).fun_mul h2).congr_deriv ?_
    noncomm_ring
  -- compare the endpoints `t = 1` and `t = 0`
  have hc := is_const_of_deriv_eq_zero (fun t => (hd t).differentiableAt)
    (fun t => (hd t).deriv) 1 0
  simpa only [one_smul, zero_smul, NormedSpace.exp_zero, one_mul, mul_one] using hc
```

## Idempotency, electron number and symmetry

Idempotency needs only `hDSD`. The proof replaces the exponentials by the letters `U` and `V`, regroups the product around `V * S * U`, and substitutes the invariance and $DSD = D$.

```lean
/-- If `DSD = D`, the rotated density obeys the same idempotency condition in the metric `S`. -/
theorem rotatedDensity_idempotent (S D A : Matrix n n ℝ) (hDSD : D * S * D = D) :
    rotatedDensity S D A * S * rotatedDensity S D A = rotatedDensity S D A := by
  have h : NormedSpace.exp (-(S * A)) * S * NormedSpace.exp (A * S) = S :=
    overlap_invariant S A
  unfold rotatedDensity
  generalize NormedSpace.exp (-(S * A)) = V at *
  generalize NormedSpace.exp (A * S) = U at *
  calc U * D * V * S * (U * D * V) = U * (D * (V * S * U) * D) * V := by
        simp only [mul_assoc]
    _ = U * D * V := by rw [h, hDSD]
```

Trace conservation needs no hypothesis at all. `Matrix.trace_mul_comm` is the cyclic step. Reading the trace as an electron number relies on the spin convention above and on $S$ being a genuine overlap matrix.

```lean
/-- The rotation conserves the trace of density times overlap. -/
theorem trace_rotatedDensity (S D A : Matrix n n ℝ) :
    trace (rotatedDensity S D A * S) = trace (D * S) := by
  have h : NormedSpace.exp (-(S * A)) * S * NormedSpace.exp (A * S) = S :=
    overlap_invariant S A
  unfold rotatedDensity
  generalize NormedSpace.exp (-(S * A)) = V at *
  generalize NormedSpace.exp (A * S) = U at *
  calc trace (U * D * V * S) = trace (U * (D * V * S)) := by simp only [mul_assoc]
    _ = trace (D * V * S * U) := Matrix.trace_mul_comm _ _
    _ = trace (D * (V * S * U)) := by simp only [mul_assoc]
    _ = trace (D * S) := by rw [h]
```

The main theorem combines the three properties. Its hypotheses `hS`, `hD`, `hA` and `hDSD` say in order that $S$ is symmetric, $D$ is symmetric, $A$ is antisymmetric, and $D$ is idempotent in the metric. The new work is `hU`, which is $U^{T} = V$: the transpose is moved inside the exponential and the product $AS$ is transposed there.

Positive definiteness of $S$ is not assumed, so a singular overlap from a linearly dependent basis is included. Complex orbitals are not treated. The theorem shows that every antisymmetric $A$ leads to an admissible density; it does not say that every admissible density is reached from a given $D$.

```lean
/-- For symmetric `S` and `D` with `DSD = D` and antisymmetric `A`, the rotated density is
symmetric, idempotent in the metric `S`, and has the same trace with `S` as `D`. -/
theorem rotatedDensity_valid (S D A : Matrix n n ℝ) (hS : Sᵀ = S) (hD : Dᵀ = D)
    (hA : Aᵀ = -A) (hDSD : D * S * D = D) :
    (rotatedDensity S D A)ᵀ = rotatedDensity S D A ∧
      rotatedDensity S D A * S * rotatedDensity S D A = rotatedDensity S D A ∧
      trace (rotatedDensity S D A * S) = trace (D * S) := by
  refine ⟨?_, rotatedDensity_idempotent S D A hDSD, trace_rotatedDensity S D A⟩
  -- the right factor is the transpose of the left one
  have hU : (NormedSpace.exp (A * S))ᵀ = NormedSpace.exp (-(S * A)) := by
    rw [← Matrix.exp_transpose, Matrix.transpose_mul, hS, hA, Matrix.mul_neg]
  unfold rotatedDensity
  rw [← hU]
  simp only [Matrix.transpose_mul, Matrix.transpose_transpose, hD, Matrix.mul_assoc]
```

The following statement confirms the four hypotheses for the two-orbital matrices above at $s = 1/2$, entry by entry. It evaluates no exponential.

```lean
/-- Two orbitals with overlap `1/2`, the first one occupied, and the elementary rotation
generator meet all hypotheses of `rotatedDensity_valid`. -/
theorem rotatedDensity_valid_witness :
    (!![1, 1/2; 1/2, 1] : Matrix (Fin 2) (Fin 2) ℝ)ᵀ = !![1, 1/2; 1/2, 1] ∧
      (!![1, 0; 0, 0] : Matrix (Fin 2) (Fin 2) ℝ)ᵀ = !![1, 0; 0, 0] ∧
      (!![0, 1; -1, 0] : Matrix (Fin 2) (Fin 2) ℝ)ᵀ = -!![0, 1; -1, 0] ∧
      (!![1, 0; 0, 0] : Matrix (Fin 2) (Fin 2) ℝ) * !![1, 1/2; 1/2, 1] * !![1, 0; 0, 0]
        = !![1, 0; 0, 0] := by
  refine ⟨?_, ?_, ?_, ?_⟩ <;> ext i j <;> fin_cases i <;> fin_cases j <;>
    simp [Matrix.mul_apply, Fin.sum_univ_succ]
```

## The tangent and the SCF condition

`HasDerivAt f f' x` states that `f` is differentiable at `x` with derivative `f'`. Here the derivative at zero is the tangent $ASD - DSA$. The proof first pulls the scalar $t$ out of the products $(tA)S$ and $S(tA)$, then applies the product rule and sets both exponentials to the identity at $t = 0$.

```lean
open scoped Matrix.Norms.Operator in
/-- The initial velocity of the density along `t ↦ D(tA)` is `ASD - DSA`. -/
theorem hasDerivAt_rotatedDensity (S D A : Matrix n n ℝ) :
    HasDerivAt (fun t : ℝ => rotatedDensity S D (t • A)) (A * S * D - D * S * A) 0 := by
  have h1 := hasDerivAt_exp_smul_const (𝕂 := ℝ) (A * S) (0 : ℝ)
  have h2 := hasDerivAt_exp_smul_const (𝕂 := ℝ) (-(S * A)) (0 : ℝ)
  have e : (fun t : ℝ => rotatedDensity S D (t • A)) = fun t : ℝ =>
      NormedSpace.exp (t • (A * S)) * D * NormedSpace.exp (t • (-(S * A))) := by
    funext t
    simp only [rotatedDensity, Matrix.smul_mul, Matrix.mul_smul, smul_neg]
  rw [e]
  refine ((h1.mul_const D).fun_mul h2).congr_deriv ?_
  simp only [zero_smul, NormedSpace.exp_zero, one_mul, mul_one]
  noncomm_ring
```

For the slope, `L` is the linear map $X \mapsto \operatorname{tr}(FX)$, composed with the path by the chain rule. The equations `e1` and `e2` are the two cyclic rearrangements that bring $A$ to the front. Despite the word "energy" in the theorem's name, the function is linear in the density, with `F` held fixed.

```lean
open scoped Matrix.Norms.Operator in
/-- For a fixed matrix `F`, the slope of `tr(F D(tA))` at `t = 0` is `tr(A (SDF - FDS))`. -/
theorem hasDerivAt_energy (F S D A : Matrix n n ℝ) :
    HasDerivAt (fun t : ℝ => trace (F * rotatedDensity S D (t • A)))
      (trace (A * (S * D * F - F * D * S))) 0 := by
  let L : Matrix n n ℝ →L[ℝ] ℝ := LinearMap.toContinuousLinearMap
    ((Matrix.traceLinearMap n ℝ ℝ).comp (LinearMap.mulLeft ℝ F))
  have h := L.hasFDerivAt.comp_hasDerivAt (0 : ℝ) (hasDerivAt_rotatedDensity S D A)
  refine HasDerivAt.congr_deriv h ?_
  change trace (F * (A * S * D - D * S * A)) = _
  -- cyclicity of the trace isolates the generator
  have e1 : trace (F * (A * S * D)) = trace (A * (S * D * F)) := by
    rw [Matrix.trace_mul_comm]
    simp only [Matrix.mul_assoc]
  have e2 : trace (F * (D * S * A)) = trace (A * (F * D * S)) := by
    rw [Matrix.trace_mul_comm A]
    simp only [Matrix.mul_assoc]
  rw [Matrix.mul_sub, Matrix.mul_sub, Matrix.trace_sub, Matrix.trace_sub, e1, e2]
```

The last theorem is the equivalence between stationarity and $FDS = SDF$. In `HasDerivAt ... 0 0`, the first zero is the slope and the second is the point $t = 0$. Idempotency of $D$ is not required.

In the forward direction, `G` is the residual and `hGt` its antisymmetry. Uniqueness of the derivative equates the computed slope with the assumed zero, which gives `h0`. The sum of squares `hsum` then forces every entry of `G` to vanish. The reverse direction substitutes the commutation condition into the slope.

In Hartree–Fock theory $F$ depends on the density. The connection comes from a separate physical fact: the first-order energy change is $\operatorname{tr}(F\,\delta D)$, up to a factor set by the spin convention, with $F$ evaluated at the reference density. The condition concerns first order only and does not distinguish a minimum from a saddle point.

```lean
/-- For symmetric `F`, `S` and `D`, with `F` held fixed, `tr(F D(tA))` is stationary at `t = 0`
for every antisymmetric `A` exactly when `FDS = SDF`. -/
theorem stationary_iff (F S D : Matrix n n ℝ) (hF : Fᵀ = F) (hS : Sᵀ = S) (hD : Dᵀ = D) :
    (∀ A : Matrix n n ℝ, Aᵀ = -A →
      HasDerivAt (fun t : ℝ => trace (F * rotatedDensity S D (t • A))) 0 0) ↔
      F * D * S = S * D * F := by
  constructor
  · intro h
    -- rotate along the residual itself
    obtain ⟨G, hG⟩ : ∃ G, G = S * D * F - F * D * S := ⟨_, rfl⟩
    have hGt : Gᵀ = -G := by
      rw [hG]
      simp only [Matrix.transpose_sub, Matrix.transpose_mul, hF, hS, hD, Matrix.mul_assoc,
        neg_sub]
    have h0 : trace (G * G) = 0 := by
      have h1 := (hasDerivAt_energy F S D G).unique (h G hGt)
      rwa [← hG] at h1
    have hsum : ∑ i, ∑ j, G i j ^ 2 = 0 := by
      have h2 : trace (G * G) = -∑ i, ∑ j, G i j ^ 2 := by
        simp only [Matrix.trace, Matrix.diag_apply, Matrix.mul_apply, ← Finset.sum_neg_distrib]
        refine Finset.sum_congr rfl fun i _ => Finset.sum_congr rfl fun j _ => ?_
        have h3 : G j i = -G i j := congrFun (congrFun hGt i) j
        rw [h3]
        ring
      linarith
    -- a vanishing sum of squares forces the residual to vanish
    have hz : G = 0 := by
      ext i j
      have hi := (Finset.sum_eq_zero_iff_of_nonneg
        (fun i _ => Finset.sum_nonneg fun j _ => sq_nonneg (G i j))).mp hsum i
        (Finset.mem_univ i)
      have hj := (Finset.sum_eq_zero_iff_of_nonneg
        (fun j _ => sq_nonneg (G i j))).mp hi j (Finset.mem_univ j)
      exact pow_eq_zero_iff (two_ne_zero) |>.mp hj
    exact (sub_eq_zero.mp (hG.symm.trans hz)).symm
  · intro h A _
    refine (hasDerivAt_energy F S D A).congr_deriv ?_
    rw [h, sub_self, Matrix.mul_zero, Matrix.trace_zero]

end AtomicOrbitalDensity
```

```lean
#print axioms AtomicOrbitalDensity.rotatedDensity_valid
-- 'AtomicOrbitalDensity.rotatedDensity_valid' depends on axioms: [propext, Classical.choice, Quot.sound]
#print axioms AtomicOrbitalDensity.stationary_iff
-- 'AtomicOrbitalDensity.stationary_iff' depends on axioms: [propext, Classical.choice, Quot.sound]
```
